# Rotation about the z axis mixes the x and y components and leaves the z component unchanged

The theorem `rotate_zAxis` gives the Cartesian components of a real three-dimensional vector `u` rotated about the z axis by any real angle θ. The new x component is cos θ times the old x minus sin θ times the old y, the new y component is sin θ times the old x plus cos θ times the old y, and the z component does not change. The rotation is defined by Rodrigues' formula, here with the unit vector along z as its axis; `u` itself need not be normalised. The attempt splits the statement into its three components, expands the formula with `simp`, and leaves the remaining algebra to `ring`.

In Lean, a first try:

```lean
import Mathlib

open Matrix

namespace RotateZAxis

noncomputable section

/-- A rank-4 tensor on three-dimensional space, given by its Cartesian components. -/
abbrev Tensor4 := Fin 3 → Fin 3 → Fin 3 → Fin 3 → ℝ

/-- Rodrigues' formula for the rotation of `v` about the unit vector `m` by the angle `θ`. -/
def rotate (m : Fin 3 → ℝ) (θ : ℝ) (v : Fin 3 → ℝ) : Fin 3 → ℝ :=
  Real.cos θ • v + Real.sin θ • (m ⨯₃ v) + ((1 - Real.cos θ) * (m ⬝ᵥ v)) • m

variable {C : Tensor4} {m : Fin 3 → ℝ} {θ : ℝ}

/-- The unit vector along z. -/
def zAxis : Fin 3 → ℝ := ![0, 0, 1]

/-- The rotation about z in Cartesian components. -/
theorem rotate_zAxis (θ : ℝ) (u : Fin 3 → ℝ) :
    rotate zAxis θ u 0 = Real.cos θ * u 0 - Real.sin θ * u 1 ∧
    rotate zAxis θ u 1 = Real.sin θ * u 0 + Real.cos θ * u 1 ∧
    rotate zAxis θ u 2 = u 2 := by
  have z0 : zAxis 0 = 0 := rfl
  have z1 : zAxis 1 = 0 := rfl
  have z2 : zAxis 2 = 1 := rfl
  refine ⟨?_, ?_, ?_⟩ <;>
    simp [rotate, cross_apply, dotProduct, Fin.sum_univ_three, z0, z1, z2] <;> ring

end

end RotateZAxis
```

Lean reports:

```
Try this:
  [apply] ring_nf
  
  The `ring` tactic failed to close the goal. Use `ring_nf` to obtain a normal form.
    
  Note that `ring` works primarily in *commutative* rings. If you have a noncommutative ring, abelian group or module, consider using `noncomm_ring`, `abel` or `module` instead.
Try this:
  [apply] ring_nf
  
  The `ring` tactic failed to close the goal. Use `ring_nf` to obtain a normal form.
    
  Note that `ring` works primarily in *commutative* rings. If you have a noncommutative ring, abelian group or module, consider using `noncomm_ring`, `abel` or `module` instead.
Try this:
  [apply] ring_nf
  
  The `ring` tactic failed to close the goal. Use `ring_nf` to obtain a normal form.
    
  Note that `ring` works primarily in *commutative* rings. If you have a noncommutative ring, abelian group or module, consider using `noncomm_ring`, `abel` or `module` instead.
Main.lean:25:32: error: unsolved goals
case refine_1
θ : ℝ
u : Fin 3 → ℝ
z0 : zAxis 0 = 0
z1 : zAxis 1 = 0
z2 : zAxis 2 = 1
⊢ vecHead (Real.cos θ • u) - Real.sin θ * u 1 = Real.cos θ * u 0 - Real.sin θ * u 1

case refine_2
θ : ℝ
u : Fin 3 → ℝ
z0 : zAxis 0 = 0
z1 : zAxis 1 = 0
z2 : zAxis 2 = 1
⊢ vecHead (vecTail (Real.cos θ • u)) + Real.sin θ * u 0 = Real.cos θ * u 1 + Real.sin θ * u 0

case refine_3
θ : ℝ
u : Fin 3 → ℝ
z0 : zAxis 0 = 0
z1 : zAxis 1 = 0
z2 : zAxis 2 = 1
⊢ -(Real.cos θ * u 2) + vecHead (vecTail (vecTail (Real.cos θ • u))) + u 2 = u 2
```

Diagnosis. The three "Try this" messages say that `ring` failed to close each component's goal; the error shows what was left. In each goal a term such as `vecHead (Real.cos θ • u)` stands where `Real.cos θ * u 0`, or the corresponding product for another component, is needed. The two are equal, but `ring` does not unfold `vecHead` or `vecTail`, so it cannot match them.

These terms arise because `cross_apply` turns the cross product into an explicit three-entry vector inside the sum. `simp` then adds the vectors entry by entry, splitting `Real.cos θ • u` into head and tail, and does not reduce the results to components of `u`.

The repair first proves the cross product's three components separately, as `c0`, `c1` and `c2`. The main step then uses `simp only` without `cross_apply`, so no explicit vector enters the sum. `Pi.add_apply` and `Pi.smul_apply` evaluate the sum and the scalar multiples at each index, and `smul_eq_mul` turns scalar action into multiplication. What remains is ordinary algebra in real numbers, which `ring` closes.

Fix (accepted with no message):

```diff
@@ -27,6 +27,10 @@
   have z1 : zAxis 1 = 0 := rfl
   have z2 : zAxis 2 = 1 := rfl
+  have c0 : (zAxis ⨯₃ u) 0 = zAxis 1 * u 2 - zAxis 2 * u 1 := by simp [cross_apply]
+  have c1 : (zAxis ⨯₃ u) 1 = zAxis 2 * u 0 - zAxis 0 * u 2 := by simp [cross_apply]
+  have c2 : (zAxis ⨯₃ u) 2 = zAxis 0 * u 1 - zAxis 1 * u 0 := by simp [cross_apply]
   refine ⟨?_, ?_, ?_⟩ <;>
-    simp [rotate, cross_apply, dotProduct, Fin.sum_univ_three, z0, z1, z2] <;> ring
+    simp only [rotate, Pi.add_apply, Pi.smul_apply, smul_eq_mul, c0, c1, c2, dotProduct,
+      Fin.sum_univ_three, z0, z1, z2] <;> ring
 
 end
```
